# In a non-zero uniform magnetic field, vortex states lose their canonical angular momentum eigenvalue when carried from symmetric to Landau gauge

Q: Two of us describe the same electron state in the same magnetic field. My colleague works in symmetric gauge, applies $L=-i(x\partial_y-y\partial_x)$ to a Gaussian and gets zero. I apply the same $L$ to the Landau-gauge form of that state and get $B(x^2-y^2)/2$ times the function. One of us reports angular momentum zero, the other reports none that is definite. Before I trust a formal proof about this, show me the calculation.

A: Both calculations are right; the error lies in treating that $L$ as the same observable in both gauges. Set $\hbar=1$ and absorb the charge into the vector potential, so that $B$ below means charge times field; for an electron, $B>0$ is then a field along $-z$. Let a gauge transformation with real function $\chi(x,y)$ send $\psi$ to $e^{i\chi}\psi$ and the vector potential $A=(A_1,A_2)$ to $A+\nabla\chi$. The product rule gives

$$\partial_y(e^{i\chi}\psi)=e^{i\chi}(\partial_y\psi+i\,\chi_y\psi),$$

and likewise for $x$, where subscripts on $\chi$ denote partial derivatives. Therefore

$$L(e^{i\chi}\psi)=-i\,e^{i\chi}\big[x\partial_y\psi-y\partial_x\psi+i(x\chi_y-y\chi_x)\psi\big]=e^{i\chi}(L\psi+\tau\psi),$$

with $\tau=x\chi_y-y\chi_x$. The extra term $\tau$ is the angular derivative of $\chi$.

Q: And the kinetic angular momentum does not have this trouble?

A: It is $x(-i\partial_y-A_2)-y(-i\partial_x-A_1)=L-(xA_2-yA_1)$. Replacing $A$ by $A+\nabla\chi$ subtracts a further $\tau$, which cancels the one above. Only the common phase $e^{i\chi}$ remains.

Q: Now the particular states.

A: Put $z=x+iy$, $G=e^{-B(x^2+y^2)/4}$ and $\psi_m=z^mG$ for $m=0,1,2,\dots$; your Gaussian is $m=0$. Then

$$\partial_x\psi_m=\Big(mz^{m-1}-\tfrac{Bx}{2}z^m\Big)G,\qquad \partial_y\psi_m=\Big(i\,mz^{m-1}-\tfrac{By}{2}z^m\Big)G,$$

where $mz^{m-1}$ is read as zero for $m=0$. In $x\partial_y\psi_m-y\partial_x\psi_m$ the two terms with $Bxy/2$ cancel. What is left is $mz^{m-1}(ix-y)G=i\,mz^mG$, so $L\psi_m=m\psi_m$.

The symmetric gauge has $A=(-By/2,\,Bx/2)$. With $\chi=Bxy/2$ we have $\nabla\chi=(By/2,\,Bx/2)$, and the new potential is the Landau gauge $(0,Bx)$. Here

$$\tau=x\cdot\tfrac{Bx}{2}-y\cdot\tfrac{By}{2}=\tfrac{B}{2}(x^2-y^2).$$

If $e^{i\chi}\psi_m$ had eigenvalue $\mu$, then $m+\tau=\mu$ would hold wherever $\psi_m\neq0$. At $(1,0)$ this says $m+B/2=\mu$, and at $(0,1)$ it says $m-B/2=\mu$. Subtracting gives $B=0$.

Q: That convinces me by hand. What do the Lean objects stand for?

A: They are functions on the plane, with the two coordinates as separate real arguments.

```lean
import Mathlib

open Complex

namespace CanonicalAngularMomentumGauge

noncomputable section
```

Q: Which smoothness do you assume?

A: Only that both partial derivatives exist at every point. The definition serves real gauge functions and complex wavefunctions alike.

```lean
/-- Both partial derivatives of a function on the plane exist everywhere. -/
def HasPartials {E : Type*} [NormedAddCommGroup E] [NormedSpace ℝ E]
    (f : ℝ → ℝ → E) : Prop :=
  ∀ x y, DifferentiableAt ℝ (fun t => f t y) x ∧ DifferentiableAt ℝ (fun t => f x t) y
```

Q: Why state that at all, if `L` is written with derivatives anyway?

A: Because Lean's `deriv` returns zero where no derivative exists, so the product rule needs differentiability as an explicit assumption. With that in place, the canonical operator is a direct transcription.

```lean
/-- Canonical angular momentum `L = -i (x ∂_y - y ∂_x)`. -/
def angMom (ψ : ℝ → ℝ → ℂ) (x y : ℝ) : ℂ :=
  -I * (x * deriv (fun t => ψ x t) y - y * deriv (fun t => ψ t y) x)
```

Q: The vector potential does not appear there.

A: That is what makes it canonical. The potential enters in the kinetic version, as two arbitrary real functions `A₁` and `A₂`. The sign convention is $-i\nabla-A$, with the charge absorbed into $A$.

```lean
/-- Kinetic angular momentum `x (-i ∂_y - A₂) - y (-i ∂_x - A₁)` in the vector
potential `(A₁, A₂)`. -/
def kineticAngMom (A₁ A₂ : ℝ → ℝ → ℝ) (ψ : ℝ → ℝ → ℂ) (x y : ℝ) : ℂ :=
  x * (-I * deriv (fun t => ψ x t) y - A₂ x y * ψ x y)
    - y * (-I * deriv (fun t => ψ t y) x - A₁ x y * ψ x y)
```

The transformed wavefunction carries the phase $e^{+i\chi}$, which matches the replacement $A\to A+\nabla\chi$ under this convention.

```lean
/-- The gauge-transformed wavefunction `exp(i χ) ψ`. -/
def gauge (χ : ℝ → ℝ → ℝ) (ψ : ℝ → ℝ → ℂ) (x y : ℝ) : ℂ :=
  Complex.exp (I * (χ x y : ℂ)) * ψ x y
```

The quantity I called $\tau$ is `twist`.

```lean
/-- The angular derivative `x ∂_y χ - y ∂_x χ` of a gauge function. -/
def twist (χ : ℝ → ℝ → ℝ) (x y : ℝ) : ℝ :=
  x * deriv (fun t => χ x t) y - y * deriv (fun t => χ t y) x
```

The specific gauge function and the specific states come next.

```lean
/-- The gauge function `B x y / 2` leading from the symmetric to the Landau gauge. -/
def landauGauge (B x y : ℝ) : ℝ := B * x * y / 2

/-- The vortex state `(x + i y)^m exp(-B (x² + y²) / 4)` in symmetric gauge. -/
def vortexState (B : ℝ) (m : ℕ) (x y : ℝ) : ℂ :=
  ((x : ℂ) + y * I) ^ m * Complex.exp (-(B : ℂ) / 4 * ((x : ℂ) ^ 2 + (y : ℂ) ^ 2))
```

Q: `vortexState` is not normalised.

A: No. For $B>0$ the normalised state is $\psi_m$ divided by $\sqrt{\pi\,m!\,(2/B)^{m+1}}$; for $m=0$ that means multiplying the Gaussian by $\sqrt{B/2\pi}$. An eigenvalue equation is linear in $\psi$, so the constant changes nothing here.

Q: And if $B<0$?

A: The function then grows at infinity and is not a bound state. The theorem still holds for it as a statement about differentiable functions. A field of that sign is just as physical, but its normalisable states have $|B|$ in the exponent, and they are not treated here. No Hilbert space, operator domain or self-adjointness enters: $L$ acts pointwise as a differential expression. The setting is one particle in a plane, without spin or interactions.

Q: Then take me through the proof. Where is the product rule?

A: In one real variable, first. The lemma differentiates the exponential by the chain rule, multiplies by $g$, and lets `ring` collect the terms.

```lean
/-- Product rule for a wavefunction multiplied by a position-dependent phase. -/
theorem deriv_phase_mul {f : ℝ → ℝ} {g : ℝ → ℂ} {s : ℝ}
    (hf : DifferentiableAt ℝ f s) (hg : DifferentiableAt ℝ g s) :
    deriv (fun t => Complex.exp (I * (f t : ℂ)) * g t) s
      = Complex.exp (I * (f s : ℂ)) * (deriv g s + I * ((deriv f s : ℝ) : ℂ) * g s) := by
  have h1 := (hf.hasDerivAt.ofReal_comp.const_mul I).cexp
  rw [(h1.fun_mul hg.hasDerivAt).deriv]
  ring
```

Applying it once along $x$ and once along $y$ gives the transformation law for $L$.

```lean
/-- Under a gauge transformation the canonical angular momentum picks up the angular
derivative of the gauge function. -/
theorem angMom_gauge {χ : ℝ → ℝ → ℝ} {ψ : ℝ → ℝ → ℂ}
    (hχ : HasPartials χ) (hψ : HasPartials ψ) (x y : ℝ) :
    angMom (gauge χ ψ) x y
      = Complex.exp (I * (χ x y : ℂ)) * (angMom ψ x y + (twist χ x y : ℂ) * ψ x y) := by
  unfold angMom gauge twist
  rw [deriv_phase_mul (hχ x y).1 (hψ x y).1, deriv_phase_mul (hχ x y).2 (hψ x y).2]
  push_cast
  linear_combination (-(Complex.exp (I * (χ x y : ℂ)) * ψ x y *
    (x * ((deriv (fun t => χ x t) y : ℝ) : ℂ)
      - y * ((deriv (fun t => χ t y) x : ℝ) : ℂ)))) * I_sq
```

Q: What is the long `linear_combination` doing?

A: After the two derivatives are inserted, the sides differ only through the product $-i\cdot i$, which should be 1. The tactic is told which multiple of $i^2=-1$ closes the gap. The same step finishes the kinetic case, where the added gradient terms cancel $\tau$.

```lean
/-- The kinetic angular momentum is gauge covariant: replacing `A` by `A + ∇χ` and `ψ` by
`exp(i χ) ψ` multiplies the result by the same phase. -/
theorem kineticAngMom_gauge (A₁ A₂ : ℝ → ℝ → ℝ) {χ : ℝ → ℝ → ℝ} {ψ : ℝ → ℝ → ℂ}
    (hχ : HasPartials χ) (hψ : HasPartials ψ) (x y : ℝ) :
    kineticAngMom (fun x y => A₁ x y + deriv (fun t => χ t y) x)
        (fun x y => A₂ x y + deriv (fun t => χ x t) y) (gauge χ ψ) x y
      = Complex.exp (I * (χ x y : ℂ)) * kineticAngMom A₁ A₂ ψ x y := by
  unfold kineticAngMom gauge
  rw [deriv_phase_mul (hχ x y).1 (hψ x y).1, deriv_phase_mul (hχ x y).2 (hψ x y).2]
  push_cast
  linear_combination (-(Complex.exp (I * (χ x y : ℂ)) * ψ x y *
    (x * ((deriv (fun t => χ x t) y : ℝ) : ℂ)
      - y * ((deriv (fun t => χ t y) x : ℝ) : ℂ)))) * I_sq
```

Q: Here `A₁` and `A₂` are not required to be differentiable. Is that suspicious?

A: They are only multiplied, never differentiated, so nothing is needed. The theorem covers any potential, not just a uniform field.

Q: Now the step I would distrust most: going from the transformation law to "not an eigenfunction".

A: It is an equivalence. Suppose $L\psi=l\psi$ everywhere. Then $e^{i\chi}\psi$ obeys the eigenvalue equation with $\mu$ if and only if $l+\tau=\mu$ at every point where $\psi\neq0$.

```lean
/-- If `L ψ = l ψ`, then `exp(i χ) ψ` satisfies the eigenvalue equation of `L` with value `μ`
exactly when `l + x ∂_y χ - y ∂_x χ = μ` wherever `ψ` does not vanish. -/
theorem gauge_eigen_iff {χ : ℝ → ℝ → ℝ} {ψ : ℝ → ℝ → ℂ} {l : ℂ}
    (hχ : HasPartials χ) (hψ : HasPartials ψ)
    (hL : ∀ x y, angMom ψ x y = l * ψ x y) (μ : ℂ) :
    (∀ x y, angMom (gauge χ ψ) x y = μ * gauge χ ψ x y)
      ↔ ∀ x y, ψ x y ≠ 0 → l + (twist χ x y : ℂ) = μ := by
  constructor
  · intro h x y hne
    have h1 := h x y
    rw [angMom_gauge hχ hψ, hL] at h1
    unfold gauge at h1
    -- divide by the nonzero value of the transformed wavefunction
    apply mul_right_cancel₀ (mul_ne_zero (Complex.exp_ne_zero (I * (χ x y : ℂ))) hne)
    linear_combination h1
  · intro h x y
    rw [angMom_gauge hχ hψ, hL]
    unfold gauge
    by_cases h0 : ψ x y = 0
    · simp [h0]
    · linear_combination (Complex.exp (I * (χ x y : ℂ)) * ψ x y) * h x y h0
```

For the forward direction, the equation reads $e^{i\chi}(l+\tau)\psi=\mu e^{i\chi}\psi$, and `mul_right_cancel₀` divides by $e^{i\chi}\psi$, which is non-zero at the point considered. For the converse, the proof splits on whether $\psi$ vanishes: if it does, both sides are zero; if not, the condition is multiplied back by $e^{i\chi}\psi$.

Q: The restriction to $\psi\neq0$ matters for $m\geq1$, I suppose, since the vortex has a zero at the origin.

A: Yes, for $m\geq1$ the equation reads $0=0$ there. The proof treats all $m$ together by comparing two points away from the origin.

The derivatives of the vortex state are the ones I wrote out above. Lean builds them from the derivatives of $t$ and $t^2$ with the power, product and chain rules, and `ring` brings them to the stated form.

```lean
/-- The two partial derivatives of the vortex state. -/
theorem vortexState_hasDerivAt (B : ℝ) (m : ℕ) (x y : ℝ) :
    HasDerivAt (fun t => vortexState B m t y)
      ((m * ((x : ℂ) + y * I) ^ (m - 1) - ((x : ℂ) + y * I) ^ m * (B * x / 2))
        * Complex.exp (-(B : ℂ) / 4 * ((x : ℂ) ^ 2 + (y : ℂ) ^ 2))) x ∧
    HasDerivAt (fun t => vortexState B m x t)
      ((m * ((x : ℂ) + y * I) ^ (m - 1) * I - ((x : ℂ) + y * I) ^ m * (B * y / 2))
        * Complex.exp (-(B : ℂ) / 4 * ((x : ℂ) ^ 2 + (y : ℂ) ^ 2))) y := by
  have h1 (s : ℝ) : HasDerivAt (fun t : ℝ => (t : ℂ)) 1 s := by
    simpa using (hasDerivAt_id' s).ofReal_comp
  have h2 (s : ℝ) : HasDerivAt (fun t : ℝ => (t : ℂ) ^ 2) (2 * (s : ℂ)) s := by
    simpa using (h1 s).fun_pow 2
  constructor
  · have h := (((h1 x).add_const ((y : ℂ) * I)).fun_pow m).fun_mul
      (((h2 x).add_const ((y : ℂ) ^ 2)).const_mul (-(B : ℂ) / 4)).cexp
    exact h.congr_deriv (by ring)
  · have h := ((((h1 y).mul_const I).const_add (x : ℂ)).fun_pow m).fun_mul
      (((h2 y).const_add ((x : ℂ) ^ 2)).const_mul (-(B : ℂ) / 4)).cexp
    exact h.congr_deriv (by ring)
```

Q: And $L\psi_m=m\psi_m$?

A: The auxiliary identity `hz` says $mz^{m-1}z=mz^m$, with $m=0$ treated separately because there both sides vanish. The proof then replaces the Gaussian and the two powers of $z$ by plain symbols, and what remains is algebra using `hz` and $i^2=-1$.

```lean
/-- The vortex state is an eigenfunction of the canonical angular momentum with
eigenvalue `m`. -/
theorem angMom_vortexState (B : ℝ) (m : ℕ) (x y : ℝ) :
    angMom (vortexState B m) x y = m * vortexState B m x y := by
  have hz : (m : ℂ) * ((x : ℂ) + y * I) ^ (m - 1) * ((x : ℂ) + y * I)
      = m * ((x : ℂ) + y * I) ^ m := by
    cases m with
    | zero => simp
    | succ k => rw [Nat.add_sub_cancel, pow_succ]; ring
  unfold angMom
  rw [(vortexState_hasDerivAt B m x y).1.deriv, (vortexState_hasDerivAt B m x y).2.deriv]
  unfold vortexState
  -- the Gaussian drops out, and `x + i y` restores the missing power
  generalize Complex.exp (-(B : ℂ) / 4 * ((x : ℂ) ^ 2 + (y : ℂ) ^ 2)) = E
  generalize ((x : ℂ) + y * I) ^ (m - 1) = w at hz ⊢
  generalize ((x : ℂ) + y * I) ^ m = u at hz ⊢
  linear_combination E * hz - (x * m * w * E) * I_sq
```

The gauge function is handled in the same manner: its partial derivatives are $By/2$ and $Bx/2$, and its twist follows.

```lean
/-- The gauge function `B x y / 2` has partial derivatives, and its angular derivative is
`B (x² - y²) / 2`. -/
theorem landauGauge_twist (B : ℝ) :
    HasPartials (landauGauge B) ∧
      ∀ x y, twist (landauGauge B) x y = B * (x ^ 2 - y ^ 2) / 2 := by
  have hx (x y : ℝ) : HasDerivAt (fun t => landauGauge B t y) (B * y / 2) x :=
    ((((hasDerivAt_id' x).const_mul B).mul_const y).div_const 2).congr_deriv (by ring)
  have hy (x y : ℝ) : HasDerivAt (fun t => landauGauge B x t) (B * x / 2) y :=
    (((hasDerivAt_id' y).const_mul (B * x)).div_const 2).congr_deriv (by ring)
  refine ⟨fun x y => ⟨(hx x y).differentiableAt, (hy x y).differentiableAt⟩, fun x y => ?_⟩
  unfold twist
  rw [(hx x y).deriv, (hy x y).deriv]
  ring
```

Q: So what exactly does the main theorem assert?

A: For every real $B\neq0$ and every natural number $m$, two things. First, $L\psi_m=m\psi_m$ at all points. Second, there is no complex $\mu$ for which $L(e^{iBxy/2}\psi_m)=\mu\,e^{iBxy/2}\psi_m$ at all points. Your Gaussian is the case $m=0$, $B>0$.

```lean
/-- For `B ≠ 0` the vortex state satisfies `L ψ = m ψ`, while its Landau-gauge form
`exp(i B x y / 2) ψ` satisfies no eigenvalue equation of the same operator `L`. -/
theorem canonical_angMom_gauge_dependent {B : ℝ} (hB : B ≠ 0) (m : ℕ) :
    (∀ x y, angMom (vortexState B m) x y = m * vortexState B m x y) ∧
    ¬ ∃ μ : ℂ, ∀ x y, angMom (gauge (landauGauge B) (vortexState B m)) x y
        = μ * gauge (landauGauge B) (vortexState B m) x y := by
  refine ⟨angMom_vortexState B m, ?_⟩
  rintro ⟨μ, hμ⟩
  have hψ : HasPartials (vortexState B m) := fun x y =>
    ⟨(vortexState_hasDerivAt B m x y).1.differentiableAt,
      (vortexState_hasDerivAt B m x y).2.differentiableAt⟩
  have key := (gauge_eigen_iff (landauGauge_twist B).1 hψ (angMom_vortexState B m) μ).1 hμ
  -- compare the points (1, 0) and (0, 1), where the state does not vanish
  have h1 := key 1 0 (mul_ne_zero (pow_ne_zero _ (by simp)) (Complex.exp_ne_zero _))
  have h2 := key 0 1 (mul_ne_zero (pow_ne_zero _ (by simp)) (Complex.exp_ne_zero _))
  rw [(landauGauge_twist B).2] at h1 h2
  push_cast at h1 h2
  have h3 : (B : ℂ) = 0 := by linear_combination h1 - h2
  exact hB (by exact_mod_cast h3)
```

Q: You exclude complex $\mu$ as well as real ones?

A: Yes, so the failure is not that the eigenvalue has become unphysical; there is none of any kind. In the proof, `key` is the forward half of the equivalence. `h1` and `h2` are its values at $(1,0)$ and $(0,1)$, where $\psi_m$ is a non-zero power times an exponential. Their difference gives $B=0$, against the hypothesis `hB`.

Q: What if I drop that hypothesis?

A: The second assertion becomes false. Take $B=0$ and $m=0$: then $\psi_0=1$ and $\chi=0$, so the "Landau-gauge form" is again the constant 1. It satisfies $L1=0$, an eigenvalue equation with $\mu=0$. The constant is not normalisable, so this is a counter-example to the formal statement, not a bound state. At $B=0$ this particular gauge transformation does nothing; others, such as the one with $\chi=xy$, still change the action of $L$.

Q: My remaining worry is the physics. A gauge transformation cannot change what the state is, yet you have taken away its quantum number.

A: The quantum number is still there, but it belongs to a different differential expression. The symmetric-gauge operator $L$, carried along with the state, becomes $e^{i\chi}Le^{-i\chi}=L-\tau$. In Landau gauge that is $L-B(x^2-y^2)/2$, and the transformed state is its eigenfunction with the old value $m$.

```lean
/-- The Landau-gauge form of the vortex state is an eigenfunction of the transformed operator
`L - B (x² - y²) / 2` with eigenvalue `m`. -/
theorem landau_form_eigen (B : ℝ) (m : ℕ) (x y : ℝ) :
    angMom (gauge (landauGauge B) (vortexState B m)) x y
        - (B : ℂ) * ((x : ℂ) ^ 2 - (y : ℂ) ^ 2) / 2
          * gauge (landauGauge B) (vortexState B m) x y
      = m * gauge (landauGauge B) (vortexState B m) x y := by
  have hψ : HasPartials (vortexState B m) := fun x y =>
    ⟨(vortexState_hasDerivAt B m x y).1.differentiableAt,
      (vortexState_hasDerivAt B m x y).2.differentiableAt⟩
  rw [angMom_gauge (landauGauge_twist B).1 hψ, angMom_vortexState, (landauGauge_twist B).2]
  unfold gauge
  push_cast
  ring

end

end CanonicalAngularMomentumGauge
```

The proof inserts the transformation law, the eigenvalue equation for $\psi_m$ and the formula for the twist; the two terms containing $B$ then cancel. This theorem needs no condition on $B$.

Q: So my Landau-gauge calculation was correct, and my reading of it was not.

A: Yes. For a single particle in a plane with a non-zero uniform field, this bears on how orbitals are labelled: an integer $m$ that is an eigenvalue of $L=-i(x\partial_y-y\partial_x)$ in symmetric gauge belongs, once the orbital is written in Landau gauge, to the transformed operator $L-B(x^2-y^2)/2$ and not to $L$ itself.

```lean
#print axioms CanonicalAngularMomentumGauge.kineticAngMom_gauge
-- 'CanonicalAngularMomentumGauge.kineticAngMom_gauge' depends on axioms: [propext, Classical.choice, Quot.sound]
#print axioms CanonicalAngularMomentumGauge.angMom_vortexState
-- 'CanonicalAngularMomentumGauge.angMom_vortexState' depends on axioms: [propext, Classical.choice, Quot.sound]
#print axioms CanonicalAngularMomentumGauge.canonical_angMom_gauge_dependent
-- 'CanonicalAngularMomentumGauge.canonical_angMom_gauge_dependent' depends on axioms: [propext, Classical.choice, Quot.sound]
#print axioms CanonicalAngularMomentumGauge.landau_form_eigen
-- 'CanonicalAngularMomentumGauge.landau_form_eigen' depends on axioms: [propext, Classical.choice, Quot.sound]
```
